# Lumped relative entropy to the stationary distribution can rise in time: a deterministic ring seen as two blocks

Time is discrete and all state spaces are finite. The type ι holds the states of the system, and κ holds the states after a transition, or the blocks that an observer can distinguish. A distribution is a real function on such a type. Nonnegativity is assumed where a theorem needs it.

In Lean 4 with Mathlib:

```lean
import Mathlib

open Finset

namespace CoarseGrainedEntropy

noncomputable section

variable {ι κ : Type*} [Fintype ι] [Fintype κ]
```

The relative entropy of p to a reference q is

D(p‖q) = Σᵢ pᵢ ln(pᵢ/qᵢ),

with natural logarithms. An empty state, pᵢ = 0, contributes zero. The formula has its usual meaning when q vanishes only where p does.

```lean
/-- Relative entropy `∑ p ln (p / q)` of a distribution `p` to a reference `q`
that vanishes only where `p` does. -/
def relEntropy (p q : ι → ℝ) : ℝ := ∑ i, p i * Real.log (p i / q i)
```

Distributions are row vectors, so a matrix K acts from the right:

(pK)ⱼ = Σᵢ pᵢ Kᵢⱼ.

The same rule, `push`, serves for time steps and for lumping.

```lean
/-- The distribution obtained from `p` by transitions `i → j` with weights `K i j`. -/
def push (K : ι → κ → ℝ) (p : ι → ℝ) : κ → ℝ := fun j => ∑ i, p i * K i j
```

K is stochastic if its entries are nonnegative and each row sums to one, which conserves probability.

```lean
/-- Transition probabilities: nonnegative entries, each row summing to one. -/
def IsStochastic (K : ι → κ → ℝ) : Prop :=
  (∀ i j, 0 ≤ K i j) ∧ ∀ i, ∑ j, K i j = 1
```

A deterministic map f is the 0/1 matrix with a one at (i, k) exactly when f(i) = k. If f assigns states to blocks, this matrix adds up the populations in each block.

```lean
/-- The transition matrix of the deterministic map `f`. -/
def mapChannel [DecidableEq κ] (f : ι → κ) : ι → κ → ℝ :=
  fun i k => if f i = k then 1 else 0
```

Let P be the step on the states and L the lumping. The lumped distribution has an evolution of its own, with matrix Q, if

pPL = pLQ for every p.

Q may not depend on the initial distribution. Under this condition a reduced model with matrix Q reproduces the block populations exactly from every start.

```lean
/-- The lumped distribution evolves by its own matrix `Q` when the states evolve by `P`. -/
def Closes (P : ι → ι → ℝ) (L : ι → κ → ℝ) (Q : κ → κ → ℝ) : Prop :=
  ∀ p, push L (push P p) = push Q (push L p)
```

## The ring and its two blocks

The ring has states 0, …, N−1, and each step sends i to i+1 modulo N. For N = 3 this is the cycle 0 → 1 → 2 → 0.

```lean
/-- One step around a ring of `N` states. -/
def cycle (N : ℕ) [NeZero N] : Fin N → Fin N → ℝ := mapChannel (fun i => i + 1)
```

The observer recognises state 0 and merges all the others into block 1.

```lean
/-- The lumping that keeps state `0` and merges all other states. -/
def block (N : ℕ) [NeZero N] : Fin N → Fin 2 := fun i => if i = 0 then 0 else 1
```

The uniform distribution gives each state the weight 1/N.

```lean
/-- The uniform distribution on `N` states. -/
def uniform (N : ℕ) : Fin N → ℝ := fun _ => 1 / (N : ℝ)
```

The system starts with certainty in state −1 modulo N, which is N−1, one step before state 0.

```lean
/-- The distribution concentrated on the state just before state `0` on the ring. -/
def start (N : ℕ) [NeZero N] : Fin N → ℝ := Pi.single (-1) 1
```

The quantity to follow is D(pL‖uL), where u is the uniform distribution.

```lean
/-- Relative entropy of the lumped distribution to the lumped uniform distribution. -/
def lumpedEntropy (N : ℕ) [NeZero N] (p : Fin N → ℝ) : ℝ :=
  relEntropy (push (mapChannel (block N)) p) (push (mapChannel (block N)) (uniform N))
```

## From ln(N/(N−1)) to ln N

A deterministic map moves certainty to certainty. If all the weight is at a, only i = a survives in the sum, and the result is the point distribution at f(a). The proof isolates that term and then compares f(a) with k.

```lean
omit [Fintype κ] in
/-- A deterministic map carries a point distribution at `a` to the one at `f a`. -/
theorem push_single [DecidableEq ι] [DecidableEq κ] (f : ι → κ) (a : ι) :
    push (mapChannel f) (Pi.single a 1) = Pi.single (f a) 1 := by
  ext k
  -- only the occupied state contributes to the sum
  have hsum : push (mapChannel f) (Pi.single a 1) k = mapChannel f a k := by
    change ∑ i, (Pi.single a 1 : ι → ℝ) i * mapChannel f i k = mapChannel f a k
    rw [Finset.sum_eq_single a]
    · rw [Pi.single_eq_same, one_mul]
    · intro b _ hb
      rw [Pi.single_eq_of_ne hb, zero_mul]
    · intro h
      exact absurd (mem_univ a) h
  rw [hsum]
  by_cases h : f a = k
  · subst h
    simp [mapChannel]
  · have h' : ¬ k = f a := fun e => h e.symm
    simp [mapChannel, h, h']
```

Every state k of the ring has exactly one predecessor, k−1, so

(uP)ₖ = uₖ₋₁ = 1/N,

and u is stationary.

```lean
/-- The uniform distribution is stationary on the ring. -/
theorem cycle_stationary (N : ℕ) [NeZero N] : push (cycle N) (uniform N) = uniform N := by
  ext k
  simp [push, cycle, mapChannel, uniform, ← eq_sub_iff_add_eq]
```

Block 0 contains one state and block 1 the remaining N−1, hence

uL = (1/N, 1 − 1/N).

The proof separates state 0 from the others in the sum.

```lean
/-- The lumped uniform distribution is `(1/N, 1 - 1/N)`. -/
theorem lumped_uniform (N : ℕ) [NeZero N] :
    push (mapChannel (block N)) (uniform N) = ![1 / (N : ℝ), 1 - 1 / (N : ℝ)] := by
  obtain ⟨m, rfl⟩ : ∃ m, N = m + 1 := ⟨N - 1, by have := NeZero.ne N; omega⟩
  have hm : (m : ℝ) + 1 ≠ 0 := by positivity
  ext k
  fin_cases k
  · simp [push, mapChannel, block, uniform]
  · simp [push, mapChannel, block, uniform, Fin.sum_univ_succ, Fin.succ_ne_zero]
    try field_simp
    try ring
```

A point distribution on block b has relative entropy ln(1/w_b) to a reference w. At the start all the weight is in block 1, and one step later it is in block 0:

before: ln(1/(1 − 1/N)) = ln(N/(N−1))
after: ln(1/(1/N)) = ln N.

For N ≥ 3 we have N−1 > 1, so N/(N−1) < N and the rise is strict. In the proof, `e1` and `e0` are the two point-distribution formulas, `before` and `after` insert the weights, and monotonicity of the logarithm gives the inequality.

```lean
/-- Coarse-grained relative entropy to the uniform distribution can rise: on a ring of `N ≥ 3`
states, with the start just before state `0`, it goes from `ln (N/(N-1))` to the larger value `ln N`
in one step. -/
theorem lumped_entropy_rises (N : ℕ) [NeZero N] (hN : 3 ≤ N) :
    lumpedEntropy N (start N) = Real.log (N / (N - 1)) ∧
    lumpedEntropy N (push (cycle N) (start N)) = Real.log N ∧
    lumpedEntropy N (start N) < lumpedEntropy N (push (cycle N) (start N)) := by
  have hR : (3 : ℝ) ≤ N := by exact_mod_cast hN
  have h10 : (1 : Fin N) ≠ 0 := by
    intro h
    have h1 : ((1 : Fin N) : ℕ) = 1 % N := rfl
    rw [h, Nat.mod_eq_of_lt (by omega)] at h1
    simp at h1
  have hb : block N (-1) = 1 := if_neg (neg_ne_zero.mpr h10)
  have hb0 : block N (-1 + 1) = 0 := if_pos (neg_add_cancel 1)
  have e1 : ∀ a b : ℝ, relEntropy (Pi.single (1 : Fin 2) 1) ![a, b] = Real.log (1 / b) := by
    intro a b
    simp [relEntropy, Fin.sum_univ_two]
  have e0 : ∀ a b : ℝ, relEntropy (Pi.single (0 : Fin 2) 1) ![a, b] = Real.log (1 / a) := by
    intro a b
    simp [relEntropy, Fin.sum_univ_two]
  -- before the step all weight sits in the merged block
  have before : lumpedEntropy N (start N) = Real.log (N / (N - 1)) := by
    have h : 1 - 1 / (N : ℝ) = (N - 1) / N := by
      have : (N : ℝ) ≠ 0 := by linarith
      field_simp
    rw [lumpedEntropy, start, push_single, hb, lumped_uniform, e1, h, one_div_div]
  -- after the step it sits in the single state 0
  have after : lumpedEntropy N (push (cycle N) (start N)) = Real.log N := by
    rw [lumpedEntropy, start, cycle, push_single, push_single, hb0, lumped_uniform, e0,
      one_div_one_div]
  refine ⟨before, after, ?_⟩
  rw [before, after]
  exact Real.log_lt_log (div_pos (by linarith) (by linarith))
    (div_lt_self (by linarith) (by linarith))
```

The condition N ≥ 3 matters. With N = 2 nothing is merged, the lumped stationary distribution is (1/2, 1/2), and the relative entropy is ln 2 both before and after the step.

At full resolution the relative entropy to u is ln N at both times. Lumping first hides part of it, and the step into state 0 makes it visible. For three states the numbers are as follows.

```lean
/-- Three states: the lumped uniform distribution is `(1/3, 2/3)` and, from a start in state `2`,
the lumped relative entropy goes from `ln (3/2)` to `ln 3` in one step. -/
theorem three_state_rise :
    push (mapChannel (block 3)) (uniform 3) = ![1 / 3, 2 / 3] ∧
    lumpedEntropy 3 (start 3) = Real.log (3 / 2) ∧
    lumpedEntropy 3 (push (cycle 3) (start 3)) = Real.log 3 := by
  obtain ⟨h1, h2, -⟩ := lumped_entropy_rises 3 le_rfl
  refine ⟨?_, ?_, ?_⟩
  · rw [lumped_uniform]
    norm_num
  · rw [h1]
    norm_num
  · rw [h2]
    norm_num
```

In a program, one propagates the full vector with `p = p @ P`, sums the populations in each block, and evaluates D over the nonempty blocks. Here p goes from (0, 0, 1) to (1, 0, 0), the block populations go from (0, 1) to (1, 0), and D goes from about 0.405 to 1.099.

A two-block matrix estimated from the stationary ring has rows (0, 1) and (1/2, 1/2). It would send (0, 1) to (1/2, 1/2), and D would fall to about 0.059. The reduced model therefore misses the rise.

## Stochastic transitions cannot raise relative entropy

The rise has to be compared with what a stochastic matrix does when it acts on both p and q. First, the condition on the zeros of q survives the transitions. If Σᵢ qᵢKᵢⱼ = 0 with nonnegative terms, each term vanishes. Either Kᵢⱼ = 0, or qᵢ = 0 and then pᵢ = 0, so (pK)ⱼ = 0 as well.

```lean
omit [Fintype κ] in
/-- For nonnegative `q` and `K`: if `q` vanishes only where `p` does, then `push K q` vanishes only
where `push K p` does. -/
theorem push_support {K : ι → κ → ℝ} (hK : ∀ i j, 0 ≤ K i j) {p q : ι → ℝ}
    (hq : ∀ i, 0 ≤ q i) (hpq : ∀ i, q i = 0 → p i = 0) (j : κ)
    (h : push K q j = 0) : push K p j = 0 := by
  have h' := (Finset.sum_eq_zero_iff_of_nonneg
    (fun i _ => mul_nonneg (hq i) (hK i j))).mp h
  refine Finset.sum_eq_zero fun i hi => ?_
  rcases mul_eq_zero.mp (h' i hi) with h0 | h0
  · rw [hpq i h0, zero_mul]
  · rw [h0, mul_zero]
```

Now set rⱼ = (pK)ⱼ/(qK)ⱼ, with rⱼ = 0 if the denominator vanishes. For a transition with pᵢKᵢⱼ > 0, the condition on zeros gives qᵢ > 0, hence (qK)ⱼ > 0 and rⱼ > 0. Apply ln x ≤ x − 1 to x = rⱼqᵢ/pᵢ and multiply by pᵢKᵢⱼ:

pᵢKᵢⱼ ln rⱼ + pᵢKᵢⱼ − qᵢKᵢⱼrⱼ ≤ Kᵢⱼ pᵢ ln(pᵢ/qᵢ).

If pᵢKᵢⱼ = 0, the right side is zero and the left side is −qᵢKᵢⱼrⱼ ≤ 0. This is `key`. Summing over i, which is `split`, gives

(pK)ⱼ ln rⱼ + (pK)ⱼ − (qK)ⱼrⱼ ≤ Σᵢ Kᵢⱼ pᵢ ln(pᵢ/qᵢ).

The last two terms on the left cancel, because (qK)ⱼrⱼ = (pK)ⱼ. Summing over j and using Σⱼ Kᵢⱼ = 1 yields

D(pK‖qK) ≤ D(p‖q).

Neither p nor q needs to be normalised.

```lean
/-- For nonnegative `p` and `q`, with `q` vanishing only where `p` does, relative entropy does not
increase when both undergo the same stochastic transitions. -/
theorem relEntropy_push_le {K : ι → κ → ℝ} (hK : IsStochastic K) {p q : ι → ℝ}
    (hp : ∀ i, 0 ≤ p i) (hq : ∀ i, 0 ≤ q i) (hpq : ∀ i, q i = 0 → p i = 0) :
    relEntropy (push K p) (push K q) ≤ relEntropy p q := by
  have hP : ∀ j, 0 ≤ push K p j := fun j => sum_nonneg fun i _ => mul_nonneg (hp i) (hK.1 i j)
  have hQ : ∀ j, 0 ≤ push K q j := fun j => sum_nonneg fun i _ => mul_nonneg (hq i) (hK.1 i j)
  -- the inequality ln x ≤ x - 1 for a single transition
  have key : ∀ i j, p i * K i j * Real.log (push K p j / push K q j)
      + (p i * K i j - q i * K i j * (push K p j / push K q j))
      ≤ K i j * (p i * Real.log (p i / q i)) := by
    intro i j
    have hr := div_nonneg (hP j) (hQ j)
    by_cases h0 : p i * K i j = 0
    · have h1 : K i j * (p i * Real.log (p i / q i)) = 0 := by
        rw [← mul_assoc, mul_comm (K i j), h0, zero_mul]
      have h2 := mul_nonneg (mul_nonneg (hq i) (hK.1 i j)) hr
      rw [h1, h0]
      linarith
    · have ha : 0 < p i := lt_of_le_of_ne (hp i) (fun e => h0 (by rw [← e, zero_mul]))
      have hb : 0 < q i := lt_of_le_of_ne (hq i) (fun e => ha.ne' (hpq i e.symm))
      have hPj : push K p j ≠ 0 := fun e => h0 ((Finset.sum_eq_zero_iff_of_nonneg
        (fun i _ => mul_nonneg (hp i) (hK.1 i j))).mp e i (mem_univ i))
      have hQj : push K q j ≠ 0 := fun e => hPj (push_support hK.1 hq hpq j e)
      have hr' := lt_of_le_of_ne hr (div_ne_zero hPj hQj).symm
      generalize push K p j / push K q j = r at hr' ⊢
      have h := Real.log_le_sub_one_of_pos (div_pos (mul_pos hr' hb) ha)
      rw [Real.log_div (mul_pos hr' hb).ne' ha.ne', Real.log_mul hr'.ne' hb.ne'] at h
      rw [Real.log_div ha.ne' hb.ne']
      have h2 := mul_le_mul_of_nonneg_left h (mul_nonneg (hK.1 i j) ha.le)
      have h3 : K i j * p i * (r * q i / p i - 1) = K i j * (r * q i) - K i j * p i := by
        have := ha.ne'
        field_simp
      rw [h3] at h2
      linarith
  have split : ∀ (x y : ℝ) (j : κ), ∑ i, (p i * K i j * x + (p i * K i j - q i * K i j * y))
      = push K p j * x + (push K p j - push K q j * y) := by
    intro x y j
    simp only [push, Finset.sum_add_distrib, Finset.sum_sub_distrib, Finset.sum_mul]
  -- sum over all transitions
  calc relEntropy (push K p) (push K q)
      ≤ ∑ j, ∑ i, K i j * (p i * Real.log (p i / q i)) := by
        refine Finset.sum_le_sum fun j _ => ?_
        have h1 := Finset.sum_le_sum fun i (_ : i ∈ univ) => key i j
        rw [split] at h1
        have h2 : push K q j * (push K p j / push K q j) ≤ push K p j := by
          by_cases h : push K q j = 0
          · rw [h, zero_mul]
            exact hP j
          · exact (by field_simp : push K q j * (push K p j / push K q j) = push K p j).le
        linarith
    _ = relEntropy p q := by
        rw [Finset.sum_comm]
        refine Finset.sum_congr rfl fun i _ => ?_
        rw [← Finset.sum_mul, hK.2 i, one_mul]
```

## What a rise says about the lumped dynamics

Suppose the lumped distribution does evolve by a stochastic matrix Q, and let s be a stationary distribution with every sᵢ > 0. Then

pPL = (pL)Q and sL = sPL = (sL)Q,

so the previous inequality, applied to pL and sL, gives

D(pPL‖sL) ≤ D(pL‖sL).

The proof checks nonnegativity and the condition on zeros for the lumped vectors, then rewrites with these two identities.

```lean
/-- Let `p` be nonnegative and `s` a strictly positive stationary distribution. If the lumped
distribution has a stochastic evolution of its own, the relative entropy of lumped `p` to lumped `s`
does not increase in a step. -/
theorem lumped_entropy_le_of_closes [DecidableEq κ] {P : ι → ι → ℝ} {f : ι → κ}
    {Q : κ → κ → ℝ} (hQ : IsStochastic Q) (hc : Closes P (mapChannel f) Q) {p s : ι → ℝ}
    (hp : ∀ i, 0 ≤ p i) (hs : ∀ i, 0 < s i) (hst : push P s = s) :
    relEntropy (push (mapChannel f) (push P p)) (push (mapChannel f) s)
      ≤ relEntropy (push (mapChannel f) p) (push (mapChannel f) s) := by
  have hL : ∀ i k, 0 ≤ mapChannel f i k := by
    intro i k
    unfold mapChannel
    split_ifs <;> norm_num
  have h := relEntropy_push_le (p := push (mapChannel f) p) (q := push (mapChannel f) s) hQ
    (fun k => sum_nonneg fun i _ => mul_nonneg (hp i) (hL i k))
    (fun k => sum_nonneg fun i _ => mul_nonneg (hs i).le (hL i k))
    (push_support hL (fun i => (hs i).le) (fun i e => absurd e (hs i).ne'))
  rwa [← hc p, ← hc s, hst] at h
```

These assumptions are met by a chain that stays put with probability 1/2 and jumps to each of the other two states with probability 1/4. State 0 enters the merged block with probability 1/2, and both merged states return to 0 with probability 1/4. The lumped matrix therefore has rows (1/2, 1/2) and (1/4, 3/4), and the uniform distribution is stationary.

```lean
/-- A three-state chain for which the uniform distribution is stationary and the lumped distribution
has a stochastic evolution of its own. -/
theorem lumped_entropy_le_of_closes_witness :
    IsStochastic (![![1 / 2, 1 / 2], ![1 / 4, 3 / 4]] : Fin 2 → Fin 2 → ℝ) ∧
    Closes (![![1 / 2, 1 / 4, 1 / 4], ![1 / 4, 1 / 2, 1 / 4], ![1 / 4, 1 / 4, 1 / 2]] :
      Fin 3 → Fin 3 → ℝ) (mapChannel (block 3)) ![![1 / 2, 1 / 2], ![1 / 4, 3 / 4]] ∧
    push (![![1 / 2, 1 / 4, 1 / 4], ![1 / 4, 1 / 2, 1 / 4], ![1 / 4, 1 / 4, 1 / 2]] :
      Fin 3 → Fin 3 → ℝ) (uniform 3) = uniform 3 := by
  refine ⟨⟨?_, ?_⟩, ?_, ?_⟩
  · intro i j
    fin_cases i <;> fin_cases j <;> norm_num
  · intro i
    fin_cases i <;> norm_num [Fin.sum_univ_two]
  · intro p
    ext k
    fin_cases k <;> simp [push, mapChannel, block, Fin.sum_univ_three, Fin.sum_univ_two] <;> ring
  · ext k
    simp only [push, Fin.sum_univ_three]
    fin_cases k
    · change 1 / ((3 : ℕ) : ℝ) * (1 / 2) + 1 / ((3 : ℕ) : ℝ) * (1 / 4)
        + 1 / ((3 : ℕ) : ℝ) * (1 / 4) = 1 / ((3 : ℕ) : ℝ)
      norm_num
    · change 1 / ((3 : ℕ) : ℝ) * (1 / 4) + 1 / ((3 : ℕ) : ℝ) * (1 / 2)
        + 1 / ((3 : ℕ) : ℝ) * (1 / 4) = 1 / ((3 : ℕ) : ℝ)
      norm_num
    · change 1 / ((3 : ℕ) : ℝ) * (1 / 4) + 1 / ((3 : ℕ) : ℝ) * (1 / 4)
        + 1 / ((3 : ℕ) : ℝ) * (1 / 2) = 1 / ((3 : ℕ) : ℝ)
      norm_num
```

On the ring with N ≥ 3 the lumped relative entropy rises, so no stochastic Q can describe the two blocks for all initial distributions. The physical reason is memory: states 1 and N−1 look the same to the observer, but only the second moves to state 0 in the next step.

For a finite, discrete-time Markov model of kinetics with a strictly positive stationary distribution, a rise in the relative entropy of the lumped distribution to the lumped stationary distribution thus shows that the chosen blocks do not follow a stochastic matrix of their own. It does not indicate that the full dynamics is wrong.

The proof assumes such a Q and sets the bound for lumped evolution against the strict rise.

```lean
/-- On a ring of `N ≥ 3` states the lumped distribution has no stochastic evolution
of its own. -/
theorem cycle_not_closed (N : ℕ) [NeZero N] (hN : 3 ≤ N) (Q : Fin 2 → Fin 2 → ℝ)
    (hQ : IsStochastic Q) : ¬ Closes (cycle N) (mapChannel (block N)) Q := by
  intro hc
  have hpos : (0 : ℝ) < N := by exact_mod_cast (by omega : 0 < N)
  have hp : ∀ i, 0 ≤ start N i := by
    intro i
    rw [start, Pi.single_apply]
    split_ifs <;> norm_num
  exact not_le_of_gt (lumped_entropy_rises N hN).2.2
    (lumped_entropy_le_of_closes hQ hc hp (fun _ => one_div_pos.mpr hpos) (cycle_stationary N))

end

end CoarseGrainedEntropy
```

```lean
#print axioms CoarseGrainedEntropy.lumped_entropy_rises
-- 'CoarseGrainedEntropy.lumped_entropy_rises' depends on axioms: [propext, Classical.choice, Quot.sound]
#print axioms CoarseGrainedEntropy.three_state_rise
-- 'CoarseGrainedEntropy.three_state_rise' depends on axioms: [propext, Classical.choice, Quot.sound]
#print axioms CoarseGrainedEntropy.cycle_not_closed
-- 'CoarseGrainedEntropy.cycle_not_closed' depends on axioms: [propext, Classical.choice, Quot.sound]
```
